# Above hw = 2, velocity Verlet gives the harmonic oscillator a growing mode that alternates in sign

Let a unit mass with position $q$ and momentum $p$ feel the force $-w^2q$, and integrate its motion by velocity Verlet with time step $h$. If $hw>2$, the matrix of one step has a real eigenvalue $\lambda<-1$ with a real eigenvector. On the orbit started there, the position changes sign at every step and its modulus tends to infinity. The same divergence occurs from every initial state except those on one line through the origin of phase space.

For a stiff bond modelled as a single harmonic oscillator of angular frequency $w$, this rules out time steps longer than $2/w$ in a molecular dynamics run. It is the unstable side of the stability limit; bounded motion for $hw<2$ is a separate statement, not treated here.

## Two amplitudes that decouple

One step is a half kick, a drift and a half kick. The first half kick gives the momentum $p-\tfrac h2w^2q$. With $a=1-(hw)^2/2$, the drift then gives

$$q'=q+h\left(p-\tfrac h2w^2q\right)=aq+hp,$$

and the second half kick gives

$$p'=p-\tfrac h2w^2q-\tfrac h2w^2(aq+hp)=-hw^2\left(1-\tfrac{(hw)^2}{4}\right)q+ap.$$

Multiply the last line by $h$. The coefficient of $q$ becomes $-(hw)^2+(hw)^4/4=a^2-1$, so

$$hp'=(a^2-1)q+ahp.$$

If $hw>2$, then $a<-1$, and $s=\sqrt{a^2-1}$ is real and positive. Replacing $a^2-1$ by $s^2$ and combining $hp'$ with $sq'=asq+shp$, we find

$$sq'-hp'=(a-s)(sq-hp),\qquad sq'+hp'=(a+s)(sq+hp).$$

Each combination is only multiplied by a number. Write $\lambda=a-s$ and $\mu=a+s$. Since $a<-1$ and $s>0$, we have $\lambda<-1$. Since $\lambda\mu=a^2-s^2=1$, the other factor is $\mu=1/\lambda$, which lies between $-1$ and $0$.

## Which initial states escape

Let $q(n)$ be the position after $n$ steps from the initial state $(q,p)$, and put $A=sq-hp$ and $B=sq+hp$. Adding the two amplitudes after $n$ steps gives

$$2s\,q(n)=\lambda^nA+\mu^nB.$$

If $A\neq0$, then $2s|q(n)|\ge|\lambda|^n|A|-|B|$, which tends to infinity. If $A=0$, then $2s|q(n)|=|\mu|^n|B|\le|B|$, and the orbit's positions stay bounded. Hence $|q(n)|\to\infty$ exactly when $sq\neq hp$.

Now start at $(h,-s)$. The step sends it to

$$(ah-hs,\;s^2-as)=\lambda(h,-s),$$

so it is an eigenvector; it is non-zero because $hw>2$ forces $h\neq0$. Here $A=2sh$ and $B=0$, so $q(n)=\lambda^nh$ and

$$q(n)\,q(n+1)=\lambda\,(\lambda^nh)^2<0.$$

The length of the eigenvector is a matter of scale: from any state on its line with initial position $q$, the position is $\lambda^nq$. Likewise, $A$ and $B$ are unnormalised. The coefficients of the initial state along $(h,-s)$ and $(h,s)$ are $A/(2sh)$ and $B/(2sh)$.

## The integrator and its matrix in Lean

```lean
import Mathlib

open Matrix Filter

namespace VerletInstability

noncomputable section
```

A state is a function `Fin 2 → ℝ`, with `x 0` the position and `x 1` the momentum. Kick and drift are the two elementary motions, each with its own duration.

```lean
/-- Kick of duration `t`: the harmonic force `-w² q` changes the momentum of a unit mass
at fixed position. The state is the vector `(q, p)`. -/
def kick (t w : ℝ) (x : Fin 2 → ℝ) : Fin 2 → ℝ := ![x 0, x 1 - t * w ^ 2 * x 0]

/-- Drift of duration `t`: a unit mass moves freely at fixed momentum. -/
def drift (t : ℝ) (x : Fin 2 → ℝ) : Fin 2 → ℝ := ![x 0 + t * x 1, x 1]
```

The integrator is their composition, and an orbit is obtained by iterating it. The notation `(verletStep h w)^[n]` means $n$ applications of the step, so `position h w x 0` is the initial position.

```lean
/-- One velocity Verlet step of length `h`: half kick, drift, half kick. -/
def verletStep (h w : ℝ) (x : Fin 2 → ℝ) : Fin 2 → ℝ :=
  kick (h / 2) w (drift h (kick (h / 2) w x))

/-- The position after `n` velocity Verlet steps from the initial state `x`. -/
def position (h w : ℝ) (x : Fin 2 → ℝ) (n : ℕ) : ℝ := ((verletStep h w)^[n] x) 0
```

The matrix is written down separately, with the entries found above.

```lean
/-- The velocity Verlet matrix of the harmonic oscillator. -/
def verletMatrix (h w : ℝ) : Matrix (Fin 2) (Fin 2) ℝ :=
  !![1 - (h * w) ^ 2 / 2, h;
     -(h * w ^ 2 * (1 - (h * w) ^ 2 / 4)), 1 - (h * w) ^ 2 / 2]
```

The next four definitions are $s$, $\lambda$, $\mu$ and the eigenvector $(h,-s)$. Lean's real square root returns zero for a negative argument, so for $0<hw<2$ these names lose their spectral meaning.

```lean
/-- Half the distance between the two real eigenvalues, `s = √(a² - 1)` with `a = 1 - (hw)²/2`;
meant for `hw > 2`. -/
def splitting (h w : ℝ) : ℝ := √((1 - (h * w) ^ 2 / 2) ^ 2 - 1)

/-- The factor `a - s` of the growing mode; meant for `hw > 2`. -/
def growthFactor (h w : ℝ) : ℝ := 1 - (h * w) ^ 2 / 2 - splitting h w

/-- The factor `a + s` of the decaying mode; meant for `hw > 2`. -/
def decayFactor (h w : ℝ) : ℝ := 1 - (h * w) ^ 2 / 2 + splitting h w

/-- The phase-space direction `(h, -s)` of the growing mode; meant for `hw > 2`. -/
def growingMode (h w : ℝ) : Fin 2 → ℝ := ![h, -splitting h w]
```

The first theorem ties the matrix to the algorithm: for all real $h$ and $w$, applying the matrix to a state is the same as kick, drift, kick. The proof compares the two components and leaves the polynomial identities to `ring`.

```lean
/-- The kick-drift-kick step acts on `(q, p)` as the velocity Verlet matrix. -/
theorem verletStep_eq_mulVec (h w : ℝ) (x : Fin 2 → ℝ) :
    verletStep h w x = verletMatrix h w *ᵥ x := by
  funext i
  fin_cases i <;>
    simp [verletStep, kick, drift, verletMatrix, Matrix.mulVec, dotProduct,
      Fin.sum_univ_succ] <;> ring
```

## Bounds on the two factors

From here on every theorem assumes `hw : 2 < h * w`, where `hw` is the name of the hypothesis and not a product. The signs of $h$ and $w$ are not fixed separately; the physical case has both positive. The first lemma shows $a^2-1>0$, from which the positivity of $s$ and the formula for $s^2$ follow.

```lean
/-- For `hw > 2` the splitting `s` is positive and satisfies `s² = a² - 1`,
where `a = 1 - (hw)²/2`. -/
theorem splitting_pos_and_sq {h w : ℝ} (hw : 2 < h * w) :
    0 < splitting h w ∧ splitting h w ^ 2 = (1 - (h * w) ^ 2 / 2) ^ 2 - 1 := by
  have h4 : 4 < (h * w) ^ 2 := by nlinarith
  have hpos : 0 < (1 - (h * w) ^ 2 / 2) ^ 2 - 1 := by
    nlinarith [mul_pos (by linarith : 0 < (h * w) ^ 2) (sub_pos.mpr h4)]
  exact ⟨Real.sqrt_pos.mpr hpos, Real.sq_sqrt hpos.le⟩
```

The bound on $\lambda$ is the one derived above. For $|\mu|<1$ the proof uses contradiction instead of the reciprocal. If $a+s\le-1$, the product $(-1-a-s)(-1-a+s)=2+2a$ would be non-negative, against $a<-1$. The assumption $a+s\ge1$ fails in the same way.

```lean
/-- For `hw > 2` the growth factor lies below `-1` and the decay factor has modulus
less than one. -/
theorem factor_bounds {h w : ℝ} (hw : 2 < h * w) :
    growthFactor h w < -1 ∧ |decayFactor h w| < 1 := by
  obtain ⟨hs, hsq⟩ := splitting_pos_and_sq hw
  have ha : 1 - (h * w) ^ 2 / 2 < -1 := by nlinarith
  have aux : ∀ a s : ℝ, a < -1 → 0 < s → s ^ 2 = a ^ 2 - 1 → |a + s| < 1 := by
    intro a s ha hs hsq
    rw [abs_lt]
    constructor
    · by_contra hc
      nlinarith [mul_nonneg (by linarith : 0 ≤ -1 - a - s) (by linarith : 0 ≤ -1 - a + s)]
    · by_contra hc
      nlinarith [mul_nonneg (by linarith : 0 ≤ s - 1 + a) (by linarith : 0 ≤ s + 1 - a)]
  exact ⟨by unfold growthFactor; linarith, aux _ _ ha hs hsq⟩
```

## Algebra modulo one relation

The decoupling of the amplitudes rests on the tactic `linear_combination`. Given an equation to prove and a multiple of a known equation, it subtracts the multiple and asks `ring` to confirm that nothing remains. Here the known equation is `hsq`, which says $s^2=a^2-1$. For the growing amplitude, the left side minus the right side is

$$\bigl(s^2-(a^2-1)\bigr)q,$$

so the required multiplier is $q$, written `y 0`. For the decaying amplitude it is $-q$. The square root never has to be manipulated: the algebra treats $s$ as a symbol with a known square.

```lean
/-- For `hw > 2` one step multiplies the mode amplitudes `s q - h p` and `s q + h p`
by the growth factor and the decay factor. -/
theorem amplitude_step {h w : ℝ} (hw : 2 < h * w) (y : Fin 2 → ℝ) :
    splitting h w * verletStep h w y 0 - h * verletStep h w y 1
        = growthFactor h w * (splitting h w * y 0 - h * y 1) ∧
    splitting h w * verletStep h w y 0 + h * verletStep h w y 1
        = decayFactor h w * (splitting h w * y 0 + h * y 1) := by
  have hsq := (splitting_pos_and_sq hw).2
  have h0 : verletStep h w y 0 = y 0 + h * (y 1 - h / 2 * w ^ 2 * y 0) := rfl
  have h1 : verletStep h w y 1 = y 1 - h / 2 * w ^ 2 * y 0
      - h / 2 * w ^ 2 * (y 0 + h * (y 1 - h / 2 * w ^ 2 * y 0)) := rfl
  rw [h0, h1]
  unfold growthFactor decayFactor
  constructor
  · linear_combination (y 0) * hsq
  · linear_combination (-(y 0)) * hsq
```

Induction on $n$ turns the one-step factors into powers, and adding the two resulting equations eliminates the momentum.

```lean
/-- For `hw > 2` the position after `n` steps, times `2s`, is a sum of a growing and a decaying
geometric sequence, weighted by the initial mode amplitudes. -/
theorem position_closed_form {h w : ℝ} (hw : 2 < h * w) (x : Fin 2 → ℝ) (n : ℕ) :
    2 * splitting h w * position h w x n
      = growthFactor h w ^ n * (splitting h w * x 0 - h * x 1)
        + decayFactor h w ^ n * (splitting h w * x 0 + h * x 1) := by
  have key : splitting h w * ((verletStep h w)^[n] x) 0 - h * ((verletStep h w)^[n] x) 1
        = growthFactor h w ^ n * (splitting h w * x 0 - h * x 1) ∧
      splitting h w * ((verletStep h w)^[n] x) 0 + h * ((verletStep h w)^[n] x) 1
        = decayFactor h w ^ n * (splitting h w * x 0 + h * x 1) := by
    induction n with
    | zero => simp
    | succ n ih =>
      obtain ⟨hg, hd⟩ := amplitude_step hw ((verletStep h w)^[n] x)
      rw [Function.iterate_succ_apply', hg, hd, ih.1, ih.2]
      constructor <;> ring
  unfold position
  linear_combination key.1 + key.2
```

## Divergence as an equivalence

In the next theorem, `Tendsto (fun n => |position h w x n|) atTop atTop` says that $|q(n)|$ eventually exceeds every bound and stays above it. This is stronger than being unbounded, which would allow repeated returns to the origin.

For the forward direction, suppose that the orbit diverges although $A=0$. Some $n$ then has $|q(n)|>|B|/(2s)$, which contradicts the bound `hdec` on the decaying term. For the reverse direction, `hlim` states that $(|\lambda|^n|A|-|B|)/(2s)$ tends to infinity. The triangle inequality places this sequence below $|q(n)|$, and `tendsto_atTop_mono` transfers the divergence.

```lean
/-- For `hw > 2` the distance from the origin `|q(n)|` tends to infinity exactly when the
initial state `(q, p)` is off the line `s q = h p`. -/
theorem position_diverges_iff {h w : ℝ} (hw : 2 < h * w) (x : Fin 2 → ℝ) :
    Tendsto (fun n => |position h w x n|) atTop atTop ↔
      splitting h w * x 0 ≠ h * x 1 := by
  have hs := (splitting_pos_and_sq hw).1
  obtain ⟨hg, hd⟩ := factor_bounds hw
  have h2s : 0 < 2 * splitting h w := by linarith
  have habs : ∀ n, |2 * splitting h w * position h w x n|
      = |position h w x n| * (2 * splitting h w) := by
    intro n
    rw [abs_mul, abs_of_pos h2s, mul_comm]
  -- the decaying mode never exceeds its initial amplitude
  have hdec : ∀ n : ℕ, |decayFactor h w ^ n * (splitting h w * x 0 + h * x 1)|
      ≤ |splitting h w * x 0 + h * x 1| := by
    intro n
    rw [abs_mul, abs_pow]
    exact mul_le_of_le_one_left (abs_nonneg _) (pow_le_one₀ (abs_nonneg _) hd.le)
  constructor
  · intro ht heq
    obtain ⟨n, hn⟩ := (ht.eventually_gt_atTop
      (|splitting h w * x 0 + h * x 1| / (2 * splitting h w))).exists
    rw [div_lt_iff₀ h2s, ← habs n, position_closed_form hw x n, sub_eq_zero.mpr heq,
      mul_zero, zero_add] at hn
    exact absurd hn (not_lt_of_ge (hdec n))
  · intro hne
    have hu : 0 < |splitting h w * x 0 - h * x 1| := abs_pos.mpr (sub_ne_zero.mpr hne)
    have hone : 1 < |growthFactor h w| := by
      rw [abs_of_neg (by linarith)]
      linarith
    -- the growing mode gives a divergent lower bound
    have hlim := (tendsto_atTop_add_const_right atTop (-|splitting h w * x 0 + h * x 1|)
      ((tendsto_pow_atTop_atTop_of_one_lt hone).atTop_mul_const hu)).atTop_mul_const
        (inv_pos.mpr h2s)
    refine tendsto_atTop_mono (fun n => ?_) hlim
    rw [← div_eq_mul_inv, div_le_iff₀ h2s, ← habs n, position_closed_form hw x n]
    have htri := abs_sub_abs_le_abs_sub
      (growthFactor h w ^ n * (splitting h w * x 0 - h * x 1))
      (-(decayFactor h w ^ n * (splitting h w * x 0 + h * x 1)))
    rw [abs_neg, sub_neg_eq_add, abs_mul (growthFactor h w ^ n), abs_pow] at htri
    linarith [hdec n]
```

## The orbit of the eigenvector

The final theorem collects five facts: $\lambda<-1$, the eigenvector is non-zero, it satisfies the eigenvalue equation, consecutive positions have a negative product, and $|q(n)|$ tends to infinity. The negative product expresses the alternation of sign and also excludes a zero position at any step.

In the proof, `hpos` reduces the closed form to $q(n)=\lambda^nh$. The eigenvalue equation is checked by components through the kick-drift-kick step, and the sign follows from the square displayed earlier. Divergence comes from the equivalence, since $s\cdot h=h\cdot(-s)$ would force $sh=0$.

The theorem concerns one oscillator with a constant frequency and real-number arithmetic. Anharmonic forces, thermostats and rounding are not part of the model.

```lean
/-- For `hw > 2` the velocity Verlet matrix has a real eigenvalue below `-1` with the real
eigenvector `(h, -s)`; on the orbit started there the position changes sign at every step
and its modulus tends to infinity. -/
theorem verlet_unstable_above_limit {h w : ℝ} (hw : 2 < h * w) :
    growthFactor h w < -1 ∧ growingMode h w ≠ 0 ∧
    verletMatrix h w *ᵥ growingMode h w = growthFactor h w • growingMode h w ∧
    (∀ n, position h w (growingMode h w) n * position h w (growingMode h w) (n + 1) < 0) ∧
    Tendsto (fun n => |position h w (growingMode h w) n|) atTop atTop := by
  obtain ⟨hs, hsq⟩ := splitting_pos_and_sq hw
  have hg := (factor_bounds hw).1
  have hh : h ≠ 0 := by
    rintro rfl
    linarith [zero_mul w]
  have hg0 : growthFactor h w ≠ 0 := by linarith
  have e0 : growingMode h w 0 = h := rfl
  have e1 : growingMode h w 1 = -splitting h w := rfl
  -- the decaying amplitude vanishes, so the position is purely geometric
  have hpos : ∀ n, position h w (growingMode h w) n = growthFactor h w ^ n * h := by
    intro n
    have hc := position_closed_form hw (growingMode h w) n
    rw [e0, e1] at hc
    apply mul_left_cancel₀ (by linarith : 2 * splitting h w ≠ 0)
    linear_combination hc
  refine ⟨hg, fun hz => hh (congrFun hz 0), ?_, fun n => ?_, ?_⟩
  · rw [← verletStep_eq_mulVec]
    funext i
    fin_cases i
    · change h + h * (-splitting h w - h / 2 * w ^ 2 * h) = growthFactor h w * h
      unfold growthFactor
      linear_combination (-2 * 0 : ℝ) * hsq
    · change -splitting h w - h / 2 * w ^ 2 * h
        - h / 2 * w ^ 2 * (h + h * (-splitting h w - h / 2 * w ^ 2 * h))
          = growthFactor h w * (-splitting h w)
      unfold growthFactor
      linear_combination (-1 : ℝ) * hsq
  · rw [hpos, hpos]
    have hsquare : 0 < (growthFactor h w ^ n * h) ^ 2 := by positivity
    calc growthFactor h w ^ n * h * (growthFactor h w ^ (n + 1) * h)
        = growthFactor h w * (growthFactor h w ^ n * h) ^ 2 := by ring
      _ < 0 := mul_neg_of_neg_of_pos (by linarith) hsquare
  · rw [position_diverges_iff hw, e0, e1]
    intro heq
    have hzero : splitting h w * h = 0 := by linarith
    exact mul_ne_zero hs.ne' hh hzero

end

end VerletInstability
```

```lean
#print axioms VerletInstability.verlet_unstable_above_limit
```

```
'VerletInstability.verlet_unstable_above_limit' depends on axioms: [propext, Classical.choice, Quot.sound]
```

## The same motion from positions alone

The oscillator could also have been modelled without momenta, by the recursion

$$q(n+2)=2a\,q(n+1)-q(n),$$

which the positions of the velocity Verlet orbit satisfy. The initial data would then be the two positions $q(0)$ and $q(1)$, and the factors $\lambda$ and $\mu$ would appear as the roots of $z^2-2az+1=0$. The exceptional line $sq=hp$ would become $q(1)=\mu\,q(0)$.

This version depends on $h$ and $w$ only through their product, and its algebra is shorter. The phase-space version keeps the half kicks and the momentum that a velocity Verlet program stores, and its eigenvector is a state from which such a program can be started.
